# Closed Forms of the \(i_0\) Semilocal Radial Integral for the Powers \(r^2, r^4, r^6, \dots\)

## The integral and its parameters

The modified spherical Bessel function of order zero is

\[
i_0(z)=\frac{\sinh z}{z}\quad(z\neq 0),\qquad i_0(0)=1 .
\]

For real \(p>0\), real \(k\) and a natural number \(N\), define the radial integral

\[
I_N(p,k)=\int_0^\infty r^N e^{-pr^2}\, i_0(kr)\,dr .
\]

The volume element \(r^2\) is included in \(r^N\).

Such integrals arise when a semilocal effective core potential acts on Gaussian basis functions. Take an s-type Gaussian of exponent \(a\) whose centre lies at distance \(A\) from the core. Its spherical average about the core is \(e^{-aA^2}e^{-ar^2}\,i_0(2aAr)\). Let the second basis function be an s-type Gaussian on the core itself, and let the s-channel potential contain a term proportional to \(r^{N-2}e^{-\zeta r^2}\). This term contributes a multiple of \(I_N(p,k)\) to the matrix element, where \(k=2aA\) and \(p\) is the sum of \(\zeta\) and the exponents of the two basis functions. The condition \(p>0\) says that the combined Gaussian decays.

## Reduction to moments of a displaced Gaussian

For \(k\neq0\) and every natural number \(m\), the claim is

\[
I_{2m+2}(p,k)=\frac{h_{2m+1}}{2k}\,\sqrt{\frac{\pi}{p}}\;e^{k^2/(4p)},
\]

where the factors \(h_n\), which depend on \(p\) and \(k\), are defined by

\[
h_0=1,\qquad h_1=\frac{k}{2p},\qquad h_{n+2}=\frac{k\,h_{n+1}+(n+1)\,h_n}{2p}.
\]

The first two cases, valid for every real \(k\), are

\[
I_2=\frac{\sqrt\pi}{4p^{3/2}}\,e^{k^2/(4p)},\qquad
I_4=\frac{3\sqrt\pi}{8p^{5/2}}\Bigl(1+\frac{k^2}{6p}\Bigr)e^{k^2/(4p)} .
\]

The derivation uses the moments

\[
M_n(k)=\int_{-\infty}^{\infty}x^n e^{-px^2+kx}\,dx .
\]

They converge because

\[
\frac p2x^2+\frac{k^2}{2p}-kx=\frac{(px-k)^2}{2p}\ge 0
\quad\Longrightarrow\quad
e^{-px^2+kx}\le e^{k^2/(2p)}\,e^{-px^2/2}.
\]

Completing the square, \(-px^2+kx=-p\,(x-k/(2p))^2+k^2/(4p)\), gives

\[
M_0(k)=\sqrt{\pi/p}\;e^{k^2/(4p)} .
\]

Next, integrate the derivative

\[
\frac{d}{dx}\Bigl(x^ne^{-px^2+kx}\Bigr)=\bigl(n\,x^{n-1}+k\,x^n-2p\,x^{n+1}\bigr)e^{-px^2+kx}
\]

over the line. The left side contributes nothing, so

\[
2p\,M_{n+1}=k\,M_n+n\,M_{n-1},
\]

with the last term absent for \(n=0\). This is the recurrence that defines \(h_n\), hence \(M_n=h_nM_0\) for all \(n\).

Since \(i_0\) is even, the integrand of \(I_{2m+2}\) is even, and the half-line integral is half of the full one. For \(k\neq0\), one power of \(x\) cancels the denominator of \(i_0(kx)\):

\[
2I_{2m+2}=\frac1{2k}\bigl[M_{2m+1}(k)-M_{2m+1}(-k)\bigr]=\frac{M_{2m+1}(k)}{k}.
\]

The last step substitutes \(x\to-x\), which shows that odd moments change sign with \(k\). Dividing by 2 and inserting \(M_{2m+1}=h_{2m+1}M_0\) gives the claim.

For \(N=2\), \(h_1/(2k)=1/(4p)\). For \(N=4\),

\[
h_2=\frac1{2p}+\frac{k^2}{4p^2},\qquad
h_3=\frac{3k}{4p^2}+\frac{k^3}{8p^3},\qquad
\frac{h_3}{2k}=\frac{3}{8p^2}\Bigl(1+\frac{k^2}{6p}\Bigr).
\]

Multiplying by \(M_0\) gives the two formulas. At \(k=0\) the integral is simply \(I_{2m+2}=M_{2m+2}(0)/2\). There \(h_2=1/(2p)\) and \(h_4=3/(4p^2)\), which reproduces both formulas.

## Definitions in Lean

```lean
import Mathlib

open MeasureTheory Set

namespace SemilocalRadialIntegral

noncomputable section
```

The Bessel function is defined by cases, so that its value at the origin is the correct limit.

```lean
/-- The modified spherical Bessel function of order zero, `sinh z / z`, with value `1` at `z = 0`. -/
def i0 (z : ℝ) : ℝ := if z = 0 then 1 else Real.sinh z / z
```

The integral \(I_N(p,k)\) is `radialIntegral p k N`. The set `Ioi 0` is the open half-line \(r>0\), and all parameters other than the power are real numbers.

```lean
/-- The semilocal radial integral of `r ^ N * exp (-p r²) * i0 (k r)` over `r > 0`. -/
def radialIntegral (p k : ℝ) (N : ℕ) : ℝ :=
  ∫ r in Ioi (0 : ℝ), r ^ N * Real.exp (-p * r ^ 2) * i0 (k * r)
```

The moment \(M_n(k)\) is `gaussMoment p k n`, and \(h_n\) is `momentFactor p k n`. The third clause of the latter is the recurrence in the form used above.

```lean
/-- The `n`-th moment of the displaced Gaussian `exp (-p x² + k x)` on the whole line. -/
def gaussMoment (p k : ℝ) (n : ℕ) : ℝ :=
  ∫ x : ℝ, x ^ n * Real.exp (-p * x ^ 2 + k * x)

/-- The finite factors generated by the three-term recurrence of Gaussian moments, for `p ≠ 0`. -/
def momentFactor (p k : ℝ) : ℕ → ℝ
  | 0 => 1
  | 1 => k / (2 * p)
  | n + 2 => (k * momentFactor p k (n + 1) + ((n : ℝ) + 1) * momentFactor p k n) / (2 * p)
```

## Moments and their recurrence

The first theorem establishes convergence. Mathlib supplies the integrability of a power times a centred Gaussian, here with exponent \(p/2\). The identity `hsq` is the completed square that justifies the bound, and `mono'` transfers integrability to the dominated function.

```lean
/-- Every power times a displaced Gaussian is integrable on the line. -/
theorem integrable_moment {p : ℝ} (hp : 0 < p) (k : ℝ) (n : ℕ) :
    Integrable (fun x : ℝ => x ^ n * Real.exp (-p * x ^ 2 + k * x)) := by
  have hn : (-1 : ℝ) < (n : ℝ) := by
    have : (0 : ℝ) ≤ (n : ℝ) := n.cast_nonneg
    linarith
  have h := integrable_rpow_mul_exp_neg_mul_sq (half_pos hp) hn
  simp only [Real.rpow_natCast] at h
  -- dominate by a Gaussian of half the exponent
  refine (h.norm.const_mul (Real.exp (k ^ 2 / (2 * p)))).mono'
    (Continuous.aestronglyMeasurable (by fun_prop)) (Filter.Eventually.of_forall fun x => ?_)
  have hsq : p / 2 * x ^ 2 + k ^ 2 / (2 * p) - k * x = (p * x - k) ^ 2 / (2 * p) := by
    field_simp
    ring
  have hpos : 0 ≤ (p * x - k) ^ 2 / (2 * p) := by positivity
  simp only [norm_mul, Real.norm_eq_abs, Real.abs_exp]
  calc |x ^ n| * Real.exp (-p * x ^ 2 + k * x)
      ≤ |x ^ n| * Real.exp (k ^ 2 / (2 * p) + -(p / 2) * x ^ 2) :=
        mul_le_mul_of_nonneg_left (Real.exp_le_exp.2 (by linarith)) (abs_nonneg _)
    _ = Real.exp (k ^ 2 / (2 * p)) * (|x ^ n| * Real.exp (-(p / 2) * x ^ 2)) := by
        rw [Real.exp_add]
        ring
```

The zeroth moment follows by the same steps as by hand: `h` completes the square, `hs` shifts the origin, and `integral_gaussian` evaluates what remains.

```lean
/-- The integral of the displaced Gaussian itself. -/
theorem gaussMoment_zero {p : ℝ} (hp : 0 < p) (k : ℝ) :
    gaussMoment p k 0 = Real.sqrt (Real.pi / p) * Real.exp (k ^ 2 / (4 * p)) := by
  -- complete the square and shift the origin
  have h : ∀ x : ℝ, x ^ 0 * Real.exp (-p * x ^ 2 + k * x) =
      Real.exp (k ^ 2 / (4 * p)) * Real.exp (-p * (x - k / (2 * p)) ^ 2) := by
    intro x
    rw [pow_zero, one_mul, ← Real.exp_add]
    congr 1
    field_simp
    ring
  have hs : ∫ x : ℝ, Real.exp (-p * (x - k / (2 * p)) ^ 2) = ∫ x : ℝ, Real.exp (-p * x ^ 2) :=
    integral_sub_right_eq_self (fun x : ℝ => Real.exp (-p * x ^ 2)) _
  simp only [gaussMoment, h]
  rw [integral_const_mul, hs, integral_gaussian, mul_comm]
```

In the recurrence, `hd` is the derivative computed above, and `A`, `B` and `C` state that its three terms are integrable. Subtraction of natural numbers stops at zero, so `n - 1` means 0 when `n = 0`; the coefficient \(n\) then removes the term.

```lean
/-- Three-term recurrence of the Gaussian moments; the last term is absent for `n = 0`. -/
theorem gaussMoment_rec {p : ℝ} (hp : 0 < p) (k : ℝ) (n : ℕ) :
    2 * p * gaussMoment p k (n + 1) =
      k * gaussMoment p k n + (n : ℝ) * gaussMoment p k (n - 1) := by
  have hd : ∀ x : ℝ, HasDerivAt (fun x : ℝ => x ^ n * Real.exp (-p * x ^ 2 + k * x))
      ((n : ℝ) * (x ^ (n - 1) * Real.exp (-p * x ^ 2 + k * x))
        + k * (x ^ n * Real.exp (-p * x ^ 2 + k * x))
        - 2 * p * (x ^ (n + 1) * Real.exp (-p * x ^ 2 + k * x))) x := by
    intro x
    have he : HasDerivAt (fun x : ℝ => -p * x ^ 2 + k * x) (-p * (2 * x) + k) x :=
      (((hasDerivAt_pow 2 x).const_mul (-p)).fun_add
        ((hasDerivAt_id' x).const_mul k)).congr_deriv (by simp)
    exact ((hasDerivAt_pow n x).fun_mul he.exp).congr_deriv (by ring)
  have A := (integrable_moment hp k (n - 1)).const_mul (n : ℝ)
  have B := (integrable_moment hp k n).const_mul k
  have C := (integrable_moment hp k (n + 1)).const_mul (2 * p)
  have AB : Integrable (fun x : ℝ => (n : ℝ) * (x ^ (n - 1) * Real.exp (-p * x ^ 2 + k * x))
      + k * (x ^ n * Real.exp (-p * x ^ 2 + k * x))) := A.add B
  -- the integral of a total derivative vanishes
  have h0 := integral_eq_zero_of_hasDerivAt_of_integrable hd (AB.sub C) (integrable_moment hp k n)
  rw [integral_sub AB C, integral_add A B, integral_const_mul, integral_const_mul,
    integral_const_mul] at h0
  unfold gaussMoment
  linarith
```

The proof turns on `integral_eq_zero_of_hasDerivAt_of_integrable`. By hand one says that the boundary terms vanish, which normally means computing two limits. This lemma asks for no limits. It requires that \(f\) has derivative \(f'\) everywhere and that both \(f\) and \(f'\) are integrable on the line, and it concludes that \(\int f'=0\). The reason is short: integrability of \(f'\) forces \(f\) to approach a limit at each end, and integrability of \(f\) forces both limits to be zero. Here \(f\) is a moment integrand and \(f'\) is a linear combination of moment integrands, so `integrable_moment` supplies both conditions for every \(n\).

The relation \(M_n=h_nM_0\) is then proved by recursion on \(n\), with one case for each clause of `momentFactor`.

```lean
/-- Every Gaussian moment is a finite factor times the integral of the displaced Gaussian. -/
theorem gaussMoment_eq {p : ℝ} (hp : 0 < p) (k : ℝ) : ∀ n : ℕ, gaussMoment p k n =
    momentFactor p k n * (Real.sqrt (Real.pi / p) * Real.exp (k ^ 2 / (4 * p)))
  | 0 => by rw [gaussMoment_zero hp, momentFactor, one_mul]
  | 1 => by
    have h := gaussMoment_rec hp k 0
    simp only [zero_add, Nat.cast_zero, zero_mul, add_zero] at h
    rw [gaussMoment_zero hp] at h
    rw [momentFactor, div_mul_eq_mul_div, eq_div_iff (by positivity)]
    linear_combination h
  | n + 2 => by
    have h : 2 * p * gaussMoment p k (n + 2) =
      k * gaussMoment p k (n + 1) + ((n + 1 : ℕ) : ℝ) * gaussMoment p k n :=
      gaussMoment_rec hp k (n + 1)
    rw [gaussMoment_eq hp k (n + 1), gaussMoment_eq hp k n] at h
    push_cast at h
    rw [momentFactor, div_mul_eq_mul_div, eq_div_iff (by positivity)]
    linear_combination h
```

The sign change of odd moments comes from the substitution \(x\to-x\), which is `integral_neg_eq_self`.

```lean
/-- Odd Gaussian moments change sign with the displacement. -/
theorem gaussMoment_neg (p k : ℝ) (m : ℕ) :
    gaussMoment p (-k) (2 * m + 1) = -gaussMoment p k (2 * m + 1) := by
  have h : ∫ x : ℝ, (-x) ^ (2 * m + 1) * Real.exp (-p * (-x) ^ 2 + k * (-x)) =
      gaussMoment p k (2 * m + 1) :=
    integral_neg_eq_self (fun x : ℝ => x ^ (2 * m + 1) * Real.exp (-p * x ^ 2 + k * x)) volume
  rw [← h, ← integral_neg]
  unfold gaussMoment
  congr 1
  ext x
  rw [Odd.neg_pow ⟨m, rfl⟩, neg_sq]
  ring_nf
```

## From the half-line to a single moment

The next theorem is the pointwise identity that writes \(\sinh\) as a difference of exponentials. The origin is treated separately, where both sides vanish. Elsewhere, `hc` is the cancellation \(x/(kx)=1/k\).

```lean
/-- For `k ≠ 0`, the radial integrand with power `2m + 2` is `1 / (2k)` times `x ^ (2m + 1)` times
the difference of `exp (-p x² + k x)` and `exp (-p x² - k x)`. -/
theorem integrand_eq (p : ℝ) {k : ℝ} (hk : k ≠ 0) (m : ℕ) (x : ℝ) :
    x ^ (2 * m + 2) * Real.exp (-p * x ^ 2) * i0 (k * x) =
      (2 * k)⁻¹ * (x ^ (2 * m + 1) * Real.exp (-p * x ^ 2 + k * x)
        - x ^ (2 * m + 1) * Real.exp (-p * x ^ 2 + -k * x)) := by
  rcases eq_or_ne x 0 with rfl | hx
  · simp
  · have hc : x * (k * x)⁻¹ = k⁻¹ := by field_simp
    rw [i0, if_neg (mul_ne_zero hk hx), Real.sinh_eq, Real.exp_add, Real.exp_add, neg_mul k x,
      show x ^ (2 * m + 2) = x ^ (2 * m + 1) * x from pow_succ _ _]
    linear_combination (x ^ (2 * m + 1) * Real.exp (-p * x ^ 2) *
      (Real.exp (k * x) - Real.exp (-(k * x))) / 2) * hc
```

Integrability of the radial integrand for \(k\neq0\) follows at once. It matters because Lean assigns the value 0 to the integral of a non-integrable function. At \(k=0\) the integrand is that of an even centred moment, which `integrable_moment` covers.

```lean
/-- For `p > 0` and `k ≠ 0`, the radial integrand with power `2m + 2` is integrable over `r > 0`. -/
theorem integrableOn_radial {p k : ℝ} (hp : 0 < p) (hk : k ≠ 0) (m : ℕ) :
    IntegrableOn (fun r : ℝ => r ^ (2 * m + 2) * Real.exp (-p * r ^ 2) * i0 (k * r))
      (Ioi 0) := by
  simp only [integrand_eq p hk m]
  exact (((integrable_moment hp k _).sub (integrable_moment hp (-k) _)).const_mul _).integrableOn
```

To double the half-line, `integral_comp_abs` equates the full-line integral of \(f(|x|)\) with twice the integral of \(f\) over \(r>0\). The rest of the proof replaces \(|x|\) by \(x\), using the evenness of \(i_0\) and of the power.

```lean
/-- For the powers `2m + 2`, twice the radial integral is the integral over the whole line. -/
theorem two_mul_radialIntegral (p k : ℝ) (m : ℕ) : 2 * radialIntegral p k (2 * m + 2) =
    ∫ x : ℝ, x ^ (2 * m + 2) * Real.exp (-p * x ^ 2) * i0 (k * x) := by
  refine Eq.trans (integral_comp_abs
    (f := fun r : ℝ => r ^ (2 * m + 2) * Real.exp (-p * r ^ 2) * i0 (k * r))).symm ?_
  congr 1
  ext x
  have hi : ∀ z : ℝ, i0 (-z) = i0 z := fun z => by
    simp only [i0, neg_eq_zero, Real.sinh_neg, neg_div_neg_eq]
  have he : (-x) ^ (2 * m + 2) = x ^ (2 * m + 2) := Even.neg_pow ⟨m + 1, by ring⟩ x
  rcases abs_choice x with hx | hx
  · simp only [hx]
  · simp only [hx, he, neg_sq, mul_neg, hi]
```

## The closed forms

The general theorem reads: for \(p>0\), \(k\neq0\) and any \(m\), the integral with power \(2m+2\) equals \(h_{2m+1}/(2k)\) times \(\sqrt{\pi/p}\,e^{k^2/(4p)}\). Its proof combines the evenness, the pointwise identity and the sign rule, and then inserts the factor for the remaining moment.

```lean
/-- For `p > 0` and `k ≠ 0`, the semilocal radial integral with power `2m + 2` is `momentFactor p k
(2m + 1) / (2k)` times `sqrt (π / p) * exp (k² / (4p))`. -/
theorem radialIntegral_terminates {p k : ℝ} (hp : 0 < p) (hk : k ≠ 0) (m : ℕ) :
    radialIntegral p k (2 * m + 2) = momentFactor p k (2 * m + 1) / (2 * k) *
      (Real.sqrt (Real.pi / p) * Real.exp (k ^ 2 / (4 * p))) := by
  have h := two_mul_radialIntegral p k m
  simp only [integrand_eq p hk m] at h
  rw [integral_const_mul,
    integral_sub (integrable_moment hp k _) (integrable_moment hp (-k) _)] at h
  change _ = (2 * k)⁻¹ * (gaussMoment p k (2 * m + 1) - gaussMoment p (-k) (2 * m + 1)) at h
  rw [gaussMoment_neg, gaussMoment_eq hp] at h
  linear_combination h / 2
```

The value \(k=0\), a displaced Gaussian moved onto the core, has its own reduction to an even moment.

```lean
/-- At `k = 0` the radial integral with power `2m + 2` is half of the moment of order `2m + 2` of
the centred Gaussian. -/
theorem radialIntegral_zero (p : ℝ) (m : ℕ) :
    radialIntegral p 0 (2 * m + 2) = gaussMoment p 0 (2 * m + 2) / 2 := by
  have h := two_mul_radialIntegral p 0 m
  have hg : gaussMoment p 0 (2 * m + 2) = ∫ x : ℝ, x ^ (2 * m + 2) * Real.exp (-p * x ^ 2) := by
    simp only [gaussMoment, zero_mul, add_zero]
  simp only [i0, zero_mul, ↓reduceIte, mul_one] at h
  rw [hg]
  linarith
```

The two explicit formulas assume only \(p>0\). In each proof, `hr` splits the fractional power of \(p\) into an integer power and a square root. The two cases \(k=0\) and \(k\neq0\) then evaluate the relevant \(h_n\), and `hc` cancels \(k\) against its inverse.

```lean
/-- The radial integral with `r²`, in closed form for every real `k`. -/
theorem radialIntegral_two {p : ℝ} (hp : 0 < p) (k : ℝ) :
    radialIntegral p k 2 =
      Real.sqrt Real.pi / (4 * p ^ (3 / 2 : ℝ)) * Real.exp (k ^ 2 / (4 * p)) := by
  have hr : p ^ (3 / 2 : ℝ) = p * Real.sqrt p := by
    rw [show (3 / 2 : ℝ) = 1 + 1 / 2 by norm_num, Real.rpow_add hp, Real.rpow_one,
      ← Real.sqrt_eq_rpow]
  rcases eq_or_ne k 0 with rfl | hk
  · have h : radialIntegral p 0 2 = gaussMoment p 0 2 / 2 := radialIntegral_zero p 0
    have hf : momentFactor p 0 2 = 1 / (2 * p) := by simp [momentFactor]
    rw [h, gaussMoment_eq hp, hf, hr, Real.sqrt_div Real.pi_pos.le]
    ring
  · have h : radialIntegral p k 2 = momentFactor p k 1 / (2 * k) *
      (Real.sqrt (Real.pi / p) * Real.exp (k ^ 2 / (4 * p))) := radialIntegral_terminates hp hk 0
    have hc : k * k⁻¹ = 1 := mul_inv_cancel₀ hk
    rw [h, momentFactor, hr, Real.sqrt_div Real.pi_pos.le]
    linear_combination
      (Real.sqrt Real.pi / (4 * (p * Real.sqrt p)) * Real.exp (k ^ 2 / (4 * p))) * hc

/-- The radial integral with `r⁴`, in closed form for every real `k`. -/
theorem radialIntegral_four {p : ℝ} (hp : 0 < p) (k : ℝ) :
    radialIntegral p k 4 = 3 * Real.sqrt Real.pi / (8 * p ^ (5 / 2 : ℝ)) *
      (1 + k ^ 2 / (6 * p)) * Real.exp (k ^ 2 / (4 * p)) := by
  have hr : p ^ (5 / 2 : ℝ) = p ^ 2 * Real.sqrt p := by
    rw [show (5 / 2 : ℝ) = 2 + 1 / 2 by norm_num, Real.rpow_add hp, Real.rpow_two,
      ← Real.sqrt_eq_rpow]
  rcases eq_or_ne k 0 with rfl | hk
  · have h : radialIntegral p 0 4 = gaussMoment p 0 4 / 2 := radialIntegral_zero p 1
    have hf : momentFactor p 0 4 = (2 + 1) * (1 / (2 * p)) / (2 * p) := by simp [momentFactor]
    rw [h, gaussMoment_eq hp, hf, hr, Real.sqrt_div Real.pi_pos.le]
    ring
  · have h : radialIntegral p k 4 = momentFactor p k 3 / (2 * k) *
      (Real.sqrt (Real.pi / p) * Real.exp (k ^ 2 / (4 * p))) := radialIntegral_terminates hp hk 1
    have hf : momentFactor p k 3 = (k * ((k * (k / (2 * p)) + (0 + 1) * 1) / (2 * p))
        + (1 + 1) * (k / (2 * p))) / (2 * p) := by simp [momentFactor]
    have hc : k * k⁻¹ = 1 := mul_inv_cancel₀ hk
    rw [h, hf, hr, Real.sqrt_div Real.pi_pos.le]
    linear_combination (3 * Real.sqrt Real.pi / (8 * (p ^ 2 * Real.sqrt p)) *
      (1 + k ^ 2 / (6 * p)) * Real.exp (k ^ 2 / (4 * p))) * hc

end

end SemilocalRadialIntegral
```

```lean
#print axioms SemilocalRadialIntegral.integrableOn_radial
#print axioms SemilocalRadialIntegral.radialIntegral_terminates
#print axioms SemilocalRadialIntegral.radialIntegral_two
#print axioms SemilocalRadialIntegral.radialIntegral_four
```

```
'SemilocalRadialIntegral.integrableOn_radial' depends on axioms: [propext, Classical.choice, Quot.sound]
'SemilocalRadialIntegral.radialIntegral_terminates' depends on axioms: [propext, Classical.choice, Quot.sound]
'SemilocalRadialIntegral.radialIntegral_two' depends on axioms: [propext, Classical.choice, Quot.sound]
'SemilocalRadialIntegral.radialIntegral_four' depends on axioms: [propext, Classical.choice, Quot.sound]
```

These formulas can serve as reference values for a radial quadrature in an effective-core-potential code, for the s channel with a single Bessel factor and an even power of at least 2. The theorems do not treat \(N=0\), odd powers, Bessel functions of higher order, or the product of two Bessel functions that appears when both basis functions are displaced from the core. The angular projection that leads to \(I_N\) is physical background here, and the Lean development starts from the radial integral.
